# On a ball of positive radius, a continuous radial function orthogonal to infinitely many Gaussians with distinct, convergent exponents is zero

Can a nonzero radial wavefunction f have zero overlap with every Gaussian in an infinite family? Here the overlaps are integrated over a ball of finite radius R > 0, not over all space. For angular momentum l and exponent a, the overlap is

S(a) = ∫₀ᴿ f(r) r^l exp(−a r²) r² dr.

Let f be real and continuous on [0,R], and let a₀, a₁, a₂, … be distinct real exponents with a finite limit a∗. Then

S(a_k) = 0 for every k ⇒ f(r) = 0 on [0,R].

Positive exponents with a positive limit are a special case. On a finite ball the integrals exist for either sign.

## Gaussian basis sets in electronic structure

Many quantum-chemistry codes build orbitals from atom-centred Gaussians. With spherical (not Cartesian) Gaussians on a single centre, the radial part for a given l is a combination of functions r^l exp(−a r²). For one continuous radial function on a finite ball, the result says that an infinite family with convergent exponents leaves no nonzero function undetected. An even-tempered sequence αβ^k with α > 0 and 0 < β < 1 qualifies, with limit 0; for β > 1 it diverges, and the hypothesis fails. Convergence means that the exponents crowd together, so on the finite ball neighbouring basis functions become nearly linearly dependent.

## From accumulating zeros to f = 0

Put g(r) = f(r) r^(l+2) and, for complex z,

G(z) = ∫₀ᴿ g(r) exp(−z r²) dr.

For |z − z₀| < 1, the z-derivative of the integrand is bounded by |g(r)| r² exp((|z₀|+1) r²), which is integrable on [0,R]. Differentiation under the integral is therefore allowed, and G is entire.

Since S(a_k) = G(a_k) = 0 and at most one a_k equals a∗, the zeros accumulate at a∗. The identity theorem gives G = 0 everywhere, in particular at z = 0, 1, 2, …. By linearity, for every polynomial P,

∫₀ᴿ g(r) P(exp(−r²)) dr = 0.

With u = exp(−r²), so that r = √(−ln u), g becomes a continuous function of u on [exp(−R²), 1]. By Weierstrass, for any ε > 0 some P satisfies |g(r) − P(exp(−r²))| < ε on [0,R]. Write I = ∫₀ᴿ g² dr and J = ∫₀ᴿ |g| dr. Then

I = ∫₀ᴿ g (g − P) dr ≤ εJ.

If I > 0, choosing ε = I/(J+1) gives I ≤ IJ/(J+1) < I, a contradiction. Hence I = 0, and g = 0 by continuity. Dividing by r^(l+2) gives f = 0 for r > 0, and continuity gives f(0) = 0.

```lean
import Mathlib

open MeasureTheory Set Filter Topology

namespace RadialGaussianCompleteness

noncomputable section

/-- The radial Gaussian `r^l exp(-a r²)` of angular momentum `l` and exponent `a`. -/
def radialGaussian (l : ℕ) (a r : ℝ) : ℝ := r ^ l * Real.exp (-a * r ^ 2)

/-- The overlap of a radial function `f` with a radial Gaussian on `[0,R]`, with the
volume weight `r²`. -/
def overlap (l : ℕ) (R : ℝ) (f : ℝ → ℝ) (a : ℝ) : ℝ :=
  ∫ r in (0 : ℝ)..R, f r * radialGaussian l a r * r ^ 2

/-- The integral of `g(r) exp(-z r²)` over `[0,R]`, with a complex exponent `z`. -/
def gaussTransform (R : ℝ) (g : ℝ → ℝ) (z : ℂ) : ℂ :=
  ∫ r in (0 : ℝ)..R, (g r : ℂ) * Complex.exp (-z * (r : ℂ) ^ 2)

/-- For `g` continuous on `[0,R]`, the Gaussian transform is an entire function of the
complex exponent. -/
theorem gaussTransform_entire {R : ℝ} (hR : 0 ≤ R) {g : ℝ → ℝ}
    (hg : ContinuousOn g (Icc 0 R)) : Differentiable ℂ (gaussTransform R g) := by
  intro z₀
  have hgc : ContinuousOn (fun r : ℝ => (g r : ℂ)) (Icc 0 R) :=
    Complex.continuous_ofReal.comp_continuousOn hg
  have hc : ∀ z : ℂ, ContinuousOn
      (fun r : ℝ => (g r : ℂ) * Complex.exp (-z * (r : ℂ) ^ 2)) (Icc 0 R) := fun z =>
    hgc.mul (Continuous.continuousOn (by fun_prop))
  have hc' : ContinuousOn (fun r : ℝ => (g r : ℂ) *
      (Complex.exp (-z₀ * (r : ℂ) ^ 2) * (-(r : ℂ) ^ 2))) (Icc 0 R) :=
    hgc.mul (Continuous.continuousOn (by fun_prop))
  have hb : ContinuousOn (fun r : ℝ => |g r| *
      (Real.exp ((‖z₀‖ + 1) * r ^ 2) * r ^ 2)) (Icc 0 R) :=
    hg.abs.mul (Continuous.continuousOn (by fun_prop))
  -- differentiate under the integral, with a bound uniform on a unit disc
  have key := intervalIntegral.hasDerivAt_integral_of_dominated_loc_of_deriv_le
    (μ := volume) (a := 0) (b := R)
    (F := fun (z : ℂ) (r : ℝ) => (g r : ℂ) * Complex.exp (-z * (r : ℂ) ^ 2))
    (F' := fun (z : ℂ) (r : ℝ) => (g r : ℂ) *
      (Complex.exp (-z * (r : ℂ) ^ 2) * (-(r : ℂ) ^ 2)))
    (bound := fun r : ℝ => |g r| * (Real.exp ((‖z₀‖ + 1) * r ^ 2) * r ^ 2))
    (Metric.ball_mem_nhds z₀ one_pos)
    (Eventually.of_forall fun z => by
      rw [uIoc_of_le hR]
      exact ((hc z).mono Ioc_subset_Icc_self).aestronglyMeasurable measurableSet_Ioc)
    ((hc z₀).intervalIntegrable_of_Icc hR)
    (by
      rw [uIoc_of_le hR]
      exact (hc'.mono Ioc_subset_Icc_self).aestronglyMeasurable measurableSet_Ioc)
    (Eventually.of_forall fun r _ z hz => by
      have hz1 : ‖z‖ ≤ ‖z₀‖ + 1 := by
        have h1 : ‖z - z₀‖ < 1 := by simpa [dist_eq_norm] using hz
        have h2 := norm_add_le (z - z₀) z₀
        rw [sub_add_cancel] at h2
        linarith
      have hn : ‖-z * (r : ℂ) ^ 2‖ = ‖z‖ * r ^ 2 := by
        rw [norm_mul, norm_neg, norm_pow, Complex.norm_real, Real.norm_eq_abs, sq_abs]
      have he : ‖Complex.exp (-z * (r : ℂ) ^ 2)‖ ≤ Real.exp ((‖z₀‖ + 1) * r ^ 2) := by
        rw [Complex.norm_exp]
        apply Real.exp_le_exp.2
        refine (Complex.re_le_norm _).trans ?_
        rw [hn]
        gcongr
      rw [norm_mul, norm_mul, norm_neg, norm_pow, Complex.norm_real, Complex.norm_real,
        Real.norm_eq_abs, Real.norm_eq_abs, sq_abs]
      gcongr)
    (hb.intervalIntegrable_of_Icc hR)
    (Eventually.of_forall fun r _ z _ => by
      have h1 : HasDerivAt (fun w : ℂ => -w * (r : ℂ) ^ 2) (-(r : ℂ) ^ 2) z := by
        simpa using (hasDerivAt_id z).neg.mul_const ((r : ℂ) ^ 2)
      exact h1.cexp.const_mul (g r : ℂ))
  exact key.2.differentiableAt

/-- If `g` is continuous on `[0,R]` and its Gaussian integrals vanish at distinct exponents
converging to a real limit, they vanish at every real exponent. -/
theorem vanishes_at_all_exponents {R : ℝ} (hR : 0 ≤ R) {g : ℝ → ℝ}
    (hg : ContinuousOn g (Icc 0 R)) {a : ℕ → ℝ} {a₀ : ℝ} (hinj : Function.Injective a)
    (ha : Tendsto a atTop (𝓝 a₀))
    (h : ∀ k, ∫ r in (0 : ℝ)..R, g r * Real.exp (-a k * r ^ 2) = 0) (s : ℝ) :
    ∫ r in (0 : ℝ)..R, g r * Real.exp (-s * r ^ 2) = 0 := by
  have hreal : ∀ t : ℝ, gaussTransform R g (t : ℂ) =
      ((∫ r in (0 : ℝ)..R, g r * Real.exp (-t * r ^ 2) : ℝ) : ℂ) := by
    intro t
    rw [← intervalIntegral.integral_ofReal]
    exact intervalIntegral.integral_congr fun r _ => by simp
  have hne : ∀ᶠ k in atTop, a k ≠ a₀ := by
    rw [← Nat.cofinite_eq_atTop]
    refine eventually_cofinite.2 (Set.Subsingleton.finite ?_)
    intro i hi j hj
    exact hinj ((not_not.1 hi).trans (not_not.1 hj).symm)
  have ht : Tendsto (fun k => (a k : ℂ)) atTop (𝓝[≠] (a₀ : ℂ)) :=
    tendsto_nhdsWithin_iff.2 ⟨(Complex.continuous_ofReal.tendsto a₀).comp ha,
      hne.mono fun k hk => fun h0 => hk (Complex.ofReal_injective h0)⟩
  have hfreq : ∃ᶠ z in 𝓝[≠] (a₀ : ℂ), gaussTransform R g z = 0 :=
    ht.frequently (Eventually.of_forall fun k => by rw [hreal, h k]; simp).frequently
  -- identity theorem for entire functions
  have han : AnalyticOnNhd ℂ (gaussTransform R g) univ :=
    (gaussTransform_entire hR hg).differentiableOn.analyticOnNhd isOpen_univ
  have hz := han.eqOn_zero_of_preconnected_of_frequently_eq_zero isPreconnected_univ
    (mem_univ _) hfreq (mem_univ (s : ℂ))
  rw [hreal] at hz
  exact Complex.ofReal_injective (by simpa using hz)

/-- A function continuous on `[0,R]`, `R > 0`, whose integrals against `exp(-n r²)` vanish
for all `n = 0, 1, 2, …` is zero on `[0,R]`. -/
theorem eq_zero_of_integer_exponents {R : ℝ} (hR : 0 < R) {g : ℝ → ℝ}
    (hg : ContinuousOn g (Icc 0 R))
    (h : ∀ n : ℕ, ∫ r in (0 : ℝ)..R, g r * Real.exp (-(n : ℝ) * r ^ 2) = 0) :
    ∀ r ∈ Icc 0 R, g r = 0 := by
  have hi : ∀ p : Polynomial ℝ, IntervalIntegrable
      (fun r => g r * p.eval (Real.exp (-r ^ 2))) volume 0 R := fun p =>
    (hg.mul (p.continuous.comp (by fun_prop :
      Continuous fun r : ℝ => Real.exp (-r ^ 2))).continuousOn).intervalIntegrable_of_Icc hR.le
  -- `g` is orthogonal to every polynomial in `exp(-r²)`
  have hp : ∀ p : Polynomial ℝ,
      ∫ r in (0 : ℝ)..R, g r * p.eval (Real.exp (-r ^ 2)) = 0 := by
    intro p
    refine Polynomial.induction_on' p (fun p q hp hq => ?_) (fun n c => ?_)
    · have e : ∫ r in (0 : ℝ)..R, g r * (p + q).eval (Real.exp (-r ^ 2)) =
          ∫ r in (0 : ℝ)..R, (g r * p.eval (Real.exp (-r ^ 2)) +
            g r * q.eval (Real.exp (-r ^ 2))) :=
        intervalIntegral.integral_congr fun r _ => by
          rw [Polynomial.eval_add, mul_add]
      rw [e, intervalIntegral.integral_add (hi p) (hi q), hp, hq, add_zero]
    · have e : ∫ r in (0 : ℝ)..R, g r * (Polynomial.monomial n c).eval (Real.exp (-r ^ 2)) =
          ∫ r in (0 : ℝ)..R, c * (g r * Real.exp (-(n : ℝ) * r ^ 2)) :=
        intervalIntegral.integral_congr fun r _ => by
          rw [Polynomial.eval_monomial, ← Real.exp_nat_mul,
            show (n : ℝ) * -r ^ 2 = -(n : ℝ) * r ^ 2 by ring]
          ring
      rw [e, intervalIntegral.integral_const_mul, h n, mul_zero]
  by_contra hcon
  push Not at hcon
  obtain ⟨c, hc, hgc⟩ := hcon
  have hI : 0 < ∫ r in (0 : ℝ)..R, g r ^ 2 :=
    intervalIntegral.integral_pos hR (hg.pow 2) (fun r _ => sq_nonneg _)
      ⟨c, hc, by positivity⟩
  have hJ : 0 ≤ ∫ r in (0 : ℝ)..R, |g r| :=
    intervalIntegral.integral_nonneg hR.le fun r _ => abs_nonneg _
  set I := ∫ r in (0 : ℝ)..R, g r ^ 2
  set J := ∫ r in (0 : ℝ)..R, |g r|
  have hε : 0 < I / (J + 1) := by positivity
  -- Weierstrass approximation in the variable `u = exp(-r²)`
  have hcont : ContinuousOn (fun u => g (Real.sqrt (-Real.log u)))
      (Icc (Real.exp (-R ^ 2)) 1) := by
    have hpos : ∀ u ∈ Icc (Real.exp (-R ^ 2)) 1, 0 < u := fun u hu =>
      (Real.exp_pos _).trans_le hu.1
    refine hg.comp (Real.continuous_sqrt.comp_continuousOn
      (Real.continuousOn_log.mono fun u hu => (hpos u hu).ne').neg) ?_
    intro u hu
    have h1 := (Real.le_log_iff_exp_le (hpos u hu)).2 hu.1
    exact ⟨Real.sqrt_nonneg _, Real.sqrt_le_iff.2 ⟨hR.le, by linarith⟩⟩
  obtain ⟨p, hpa⟩ := exists_polynomial_near_of_continuousOn _ _ _ hcont _ hε
  have hle : I ≤ ∫ r in (0 : ℝ)..R,
      (g r * p.eval (Real.exp (-r ^ 2)) + I / (J + 1) * |g r|) := by
    refine intervalIntegral.integral_mono_on hR.le
      ((hg.pow 2).intervalIntegrable_of_Icc hR.le)
      ((hi p).add ((hg.abs.intervalIntegrable_of_Icc hR.le).const_mul _)) ?_
    intro r hr
    have hu : Real.exp (-r ^ 2) ∈ Icc (Real.exp (-R ^ 2)) 1 :=
      ⟨Real.exp_le_exp.2 (by nlinarith [hr.1, hr.2]),
        Real.exp_le_one_iff.2 (by nlinarith [sq_nonneg r])⟩
    have h1 := hpa _ hu
    rw [Real.log_exp, neg_neg, Real.sqrt_sq hr.1, abs_sub_comm] at h1
    have h2 := le_abs_self (g r * (g r - p.eval (Real.exp (-r ^ 2))))
    rw [abs_mul] at h2
    have h3 := mul_le_mul_of_nonneg_left h1.le (abs_nonneg (g r))
    linarith
  rw [intervalIntegral.integral_add (hi p)
    ((hg.abs.intervalIntegrable_of_Icc hR.le).const_mul _), hp p,
    intervalIntegral.integral_const_mul, zero_add] at hle
  have h4 : I / (J + 1) * (J + 1) = I := div_mul_cancel₀ _ (by positivity)
  linarith [mul_add (I / (J + 1)) J 1]

/-- Completeness of radial Gaussians: a function continuous on `[0,R]`, `R > 0`, with zero
overlap with the Gaussians of distinct real exponents converging to a real limit is zero
on `[0,R]`. -/
theorem radialGaussian_complete (l : ℕ) {R : ℝ} (hR : 0 < R) {f : ℝ → ℝ}
    (hf : ContinuousOn f (Icc 0 R)) {a : ℕ → ℝ} {a₀ : ℝ} (hinj : Function.Injective a)
    (ha : Tendsto a atTop (𝓝 a₀)) (h : ∀ k, overlap l R f (a k) = 0) :
    ∀ r ∈ Icc 0 R, f r = 0 := by
  have hg : ContinuousOn (fun r => f r * r ^ (l + 2)) (Icc 0 R) :=
    hf.mul (continuous_pow _).continuousOn
  have hall := vanishes_at_all_exponents hR.le hg hinj ha fun k =>
    Eq.trans (intervalIntegral.integral_congr fun r _ => by
      simp only [radialGaussian]
      ring) (h k)
  have hz := eq_zero_of_integer_exponents hR hg fun n => hall n
  -- remove the weight away from the origin, then use continuity
  have hpos : EqOn f (fun _ => 0) (Ioc 0 R) := fun r hr =>
    (mul_eq_zero.1 (hz r (Ioc_subset_Icc_self hr))).resolve_right (pow_ne_zero _ hr.1.ne')
  exact hpos.of_subset_closure hf continuousOn_const Ioc_subset_Icc_self
    (by rw [closure_Ioc hR.ne])

/-- Two functions continuous on `[0,R]`, `R > 0`, with equal overlaps with the Gaussians of
distinct real exponents converging to a real limit agree on `[0,R]`. -/
theorem eq_of_overlaps_eq (l : ℕ) {R : ℝ} (hR : 0 < R) {f g : ℝ → ℝ}
    (hf : ContinuousOn f (Icc 0 R)) (hg : ContinuousOn g (Icc 0 R)) {a : ℕ → ℝ} {a₀ : ℝ}
    (hinj : Function.Injective a) (ha : Tendsto a atTop (𝓝 a₀))
    (h : ∀ k, overlap l R f (a k) = overlap l R g (a k)) : EqOn f g (Icc 0 R) := by
  have hi : ∀ u : ℝ → ℝ, ContinuousOn u (Icc 0 R) → ∀ b, IntervalIntegrable
      (fun r => u r * radialGaussian l b r * r ^ 2) volume 0 R := fun u hu b =>
    ((hu.mul (by unfold radialGaussian; fun_prop)).mul
      (continuous_pow 2).continuousOn).intervalIntegrable_of_Icc hR.le
  intro r hr
  refine sub_eq_zero.1 (radialGaussian_complete l hR (hf.sub hg) hinj ha (fun k => ?_) r hr)
  have e : overlap l R (fun r => f r - g r) (a k) =
      overlap l R f (a k) - overlap l R g (a k) := by
    unfold overlap
    rw [← intervalIntegral.integral_sub (hi f hf _) (hi g hg _)]
    exact intervalIntegral.integral_congr fun r _ => by
      beta_reduce
      ring
  exact e.trans (sub_eq_zero.2 (h k))

/-- Finitely many Gaussians are never complete: for any `N` exponents and `R > 0`, some
polynomial that is not identically zero on `[0,R]` has zero overlap with all of them. -/
theorem finite_gaussians_incomplete (l N : ℕ) {R : ℝ} (hR : 0 < R) (a : Fin N → ℝ) :
    ∃ p : Polynomial ℝ, (∃ r ∈ Icc 0 R, p.eval r ≠ 0) ∧
      ∀ k, overlap l R (fun r => p.eval r) (a k) = 0 := by
  let A : Matrix (Fin N) (Fin (N + 1)) ℝ :=
    fun k j => overlap l R (fun r => r ^ (j : ℕ)) (a k)
  -- `N` linear conditions on `N + 1` coefficients
  have hker : ∃ c : Fin (N + 1) → ℝ, c ≠ 0 ∧ A.mulVec c = 0 := by
    by_contra hcon
    have hinj : Function.Injective A.mulVecLin :=
      (injective_iff_map_eq_zero _).2 fun c hc => by
        by_contra h0
        exact hcon ⟨c, h0, hc⟩
    have hrank := LinearMap.finrank_le_finrank_of_injective hinj
    simp at hrank
  obtain ⟨c, hc0, hc⟩ := hker
  refine ⟨∑ j : Fin (N + 1), Polynomial.C (c j) * Polynomial.X ^ (j : ℕ), ?_, fun k => ?_⟩
  · by_contra hcon
    push Not at hcon
    have hP := Polynomial.eq_zero_of_infinite_isRoot _
      ((Icc_infinite hR).mono fun r hr => hcon r hr)
    apply hc0
    funext j
    have hj := congrArg (fun q : Polynomial ℝ => q.coeff (j : ℕ)) hP
    simpa [Polynomial.finsetSum_coeff, Polynomial.coeff_X_pow, Fin.val_inj] using hj
  · refine Eq.trans ?_ (congrFun hc k)
    change _ = ∑ j, A k j * c j
    simp only [A, overlap, ← intervalIntegral.integral_mul_const]
    rw [← intervalIntegral.integral_finsetSum fun j _ =>
      Continuous.intervalIntegrable (by unfold radialGaussian; fun_prop) _ _]
    refine intervalIntegral.integral_congr fun r _ => ?_
    simp only [Polynomial.eval_finsetSum, Polynomial.eval_mul, Polynomial.eval_C,
      Polynomial.eval_pow, Polynomial.eval_X, Finset.sum_mul]
    exact Finset.sum_congr rfl fun j _ => by ring

end

end RadialGaussianCompleteness
```

```lean
#print axioms RadialGaussianCompleteness.radialGaussian_complete
#print axioms RadialGaussianCompleteness.eq_of_overlaps_eq
#print axioms RadialGaussianCompleteness.finite_gaussians_incomplete
```

```
'RadialGaussianCompleteness.radialGaussian_complete' depends on axioms: [propext, Classical.choice, Quot.sound]
'RadialGaussianCompleteness.eq_of_overlaps_eq' depends on axioms: [propext, Classical.choice, Quot.sound]
'RadialGaussianCompleteness.finite_gaussians_incomplete' depends on axioms: [propext, Classical.choice, Quot.sound]
```

## How the Lean statements encode the overlaps

`overlap` is S, and `radialGaussian` is the primitive r^l exp(−a r²), without angular part or normalisation. For a > 0, normalisation on [0,∞) multiplies it by [2(2a)^(l+3/2)/Γ(l+3/2)]^(1/2), which does not affect whether an overlap vanishes. The function `f` is the full radial factor, not r times it. `ContinuousOn f (Icc 0 R)` restricts it only on the ball; `Function.Injective a` says that the exponents are distinct, and `Tendsto a atTop (𝓝 a₀)` that they converge. Lean's `a₀` is the limit a∗, while the first exponent is `a 0`.

`gaussTransform_entire` supplies the derivative bound, and `vanishes_at_all_exponents` applies the identity theorem. `eq_zero_of_integer_exponents` builds up polynomials from monomials and carries out the Weierstrass estimate. `radialGaussian_complete` inserts the weight r^(l+2), then removes it, using closure of (0,R] to reach the origin. `eq_of_overlaps_eq` applies this to a difference: two continuous functions with equal overlaps for all k agree on [0,R].

## Infinite families and finite basis sets

`finite_gaussians_incomplete` shows that any finite list of N exponents misses something. A polynomial of degree at most N has N+1 coefficients, and the N zero-overlap conditions are linear in them, so a nonzero solution exists. Having finitely many roots, it cannot vanish throughout [0,R].

For N = 0 there are no conditions, and p = 1 will do. For N = 1, l = 0 and a = 0, where the Gaussian is the constant 1 (allowed on the ball, but not normalisable over all space), an example is p(r) = 3R − 4r:

∫₀ᴿ (3R − 4r) r² dr = R⁴ − R⁴ = 0.

The completeness theorem concerns continuous functions and exactly vanishing overlaps. It gives neither density of the Gaussian span in L² nor a convergence rate or an error bound for small overlaps. Nor does it treat overlaps over [0,∞): when such an overlap vanishes, the contributions from inside and outside the ball may cancel, so the hypothesis on [0,R] need not follow. It does follow if f is zero beyond R.
